# Curie–Weiss magnetisation fluctuations for 0 ≤ K < 1: ⟨M²⟩/n → 1/(1−K)

Take \(n\) Ising spins \(s_i=\pm1\), total magnetisation \(M=\sum_i s_i\), and weight \(\exp(KM^2/(2n))\). Angle brackets denote the exact average over all \(2^n\) configurations with this weight, normalised by the sum of the weights. By spin-flip symmetry \(\langle M\rangle=0\), so \(\langle M^2\rangle\) is the variance of \(M\). For energy \(-JM^2/(2n)\), the dimensionless coupling is \(K=\beta J\), with \(\beta\) the inverse temperature. The condition \(K\ge0\) means ferromagnetic or zero coupling; \(K<1\) means temperatures above the mean-field transition.

For \(0\le K<1\) and every \(n\ge1\),

\[
\left|(1-K)\langle M^2\rangle-n\right|\le\frac{18}{(1-K)^2},
\qquad
\frac{\langle M^2\rangle}{n}\longrightarrow\frac1{1-K}\quad(n\to\infty).
\]

## Checking a sampler of the fully connected model

A Monte Carlo code for this zero-field, all-to-all model can compare its estimate of \(\langle M^2\rangle/n\) with \(1/(1-K)\), allowing \(18/((1-K)^3n)\) for finite size plus its sampling error. This allowance is small compared with the limit only when \(n\) is much larger than \(18/(1-K)^2\). For smaller \(n\) a sharper test is the exact average, a sum over the \(n+1\) possible values of \(M\) with binomial multiplicities. A heat-bath update uses the conditional mean \(\tanh(Km_i/n)\), where \(m_i=M-s_i\) excludes the spin being updated.

For one spin, \(\langle M^2\rangle=1\) at every \(K\). For two spins, \(M=\pm2\) each have weight \(e^K\), and the two configurations with \(M=0\) have weight 1, so

\[
\frac{\langle M^2\rangle}{2}=\frac{2e^K}{e^K+1}.
\]

At \(K=1/2\) this is about 1.245, against a limit of 2. The left side of the bound is about 0.755 and the right side is 72: valid, but far from sharp.

## From one spin flip to the second moment

Put \(a=K/n\). Since \(M^2=m_i^2+2m_is_i+1\), the weight is a factor independent of \(s_i\) times \(e^{am_is_i}\). Summing over \(s_i=\pm1\) gives Callen's identity for any function \(g\):

\[
\langle s_i g(m_i)\rangle=\langle\tanh(am_i)g(m_i)\rangle.
\]

For \(y\ge0\), the mean value theorem gives \(\sinh y\le y\cosh y\), hence \(\tanh y\le y\). Also \(\sinh y\ge y\) and \(1/\cosh y\ge e^{-y^2/2}\ge1-y^2/2\), hence \(\tanh y\ge y-y^3/2\). With \(y=ax\), and by evenness in \(x\),

\[
ax^2-\tfrac12a^3x^4\le x\tanh(ax)\le ax^2 .
\]

Expanding with \(s_i^2=1\) gives

\[
\begin{aligned}
\sum_i s_im_i&=M^2-n,\\
\sum_i s_im_i^3&=M^4-(3n-3)M^2-n,\\
\sum_i m_i^2&=(n-2)M^2+n,\\
\sum_i m_i^4&=(n-4)M^4+(6n-4)M^2+n.
\end{aligned}
\]

Taking \(g(x)=x\) and the upper bound,

\[
\langle M^2\rangle-n\le a\left[(n-2)\langle M^2\rangle+n\right]
\;\Rightarrow\;(1-K)\langle M^2\rangle\le n+K.
\]

Taking \(g(x)=x^3\) similarly,

\[
(1-K)\langle M^4\rangle\le(3n+3)\langle M^2\rangle+n+1.
\]

Multiplying by \(1-K\) and inserting the second-moment bound,

\[
(1-K)^2\langle M^4\rangle\le3(n+1)^2+(n+1)\le14n^2.
\]

Let \(T=\langle\sum_i m_i^4\rangle\). The lower tanh bound gives

\[
n-(1-K)\langle M^2\rangle\le2a\langle M^2\rangle+\tfrac12a^3T.
\]

The moment bounds imply \((1-K)^2\langle M^2\rangle\le n+1\) and \((1-K)^2T\le14n^3+6n(n+1)+n\le27n^3\). After multiplication by \((1-K)^2\), the right side is therefore at most \(4+27/2<18\). In the other direction the excess is at most \(K\le1\). Dividing by \((1-K)n\) gives the limit.

## The Lean file

```lean
import Mathlib

open Filter Topology

namespace CurieWeissFluctuations

noncomputable section

/-- The value `+1` or `-1` of an Ising spin. -/
def spin (b : Bool) : ℝ := if b then 1 else -1

/-- The total magnetisation `M = ∑ s_i`. -/
def magnetization {n : ℕ} (s : Fin n → Bool) : ℝ := ∑ i, spin (s i)

/-- The magnetisation of all spins except spin `i`. -/
def cavity {n : ℕ} (s : Fin n → Bool) (i : Fin n) : ℝ := magnetization s - spin (s i)

/-- The Curie-Weiss weight `exp (K M² / (2n))`. -/
def weight {n : ℕ} (K : ℝ) (s : Fin n → Bool) : ℝ :=
  Real.exp (K * magnetization s ^ 2 / (2 * n))

/-- The partition function of `n` spins. -/
def partitionFunction (K : ℝ) (n : ℕ) : ℝ := ∑ s : Fin n → Bool, weight K s

/-- The Gibbs average of an observable. -/
def average {n : ℕ} (K : ℝ) (f : (Fin n → Bool) → ℝ) : ℝ :=
  (∑ s, f s * weight K s) / partitionFunction K n

/-- The moment `⟨M^p⟩` of the magnetisation of `n` spins. -/
def moment (K : ℝ) (n p : ℕ) : ℝ := average K (fun s : Fin n → Bool => magnetization s ^ p)

/-- The configuration with spin `i` reversed. -/
def flipSpin {n : ℕ} (i : Fin n) (s : Fin n → Bool) : Fin n → Bool :=
  Function.update s i (!s i)

/-- For `a ≥ 0`, `x tanh (a x)` is at most `a x²` and at least `a x² - a³ x⁴ / 2`. -/
theorem tanh_bounds {a : ℝ} (ha : 0 ≤ a) (x : ℝ) :
    a * x ^ 2 - a ^ 3 / 2 * x ^ 4 ≤ Real.tanh (a * x) * x ∧
      Real.tanh (a * x) * x ≤ a * x ^ 2 := by
  have key : ∀ y : ℝ, 0 ≤ y → y - y ^ 3 / 2 ≤ Real.tanh y ∧ Real.tanh y ≤ y := by
    intro y hy
    rw [Real.tanh_eq_sinh_div_cosh]
    constructor
    · -- sinh y ≥ y and cosh y ≤ exp (y²/2)
      rw [le_div_iff₀ (Real.cosh_pos y)]
      have h1 : 1 - y ^ 2 / 2 ≤ Real.exp (-(y ^ 2 / 2)) := by
        linarith [Real.add_one_le_exp (-(y ^ 2 / 2))]
      have h2 : Real.exp (-(y ^ 2 / 2)) * Real.cosh y ≤ 1 := by
        calc _ ≤ Real.exp (-(y ^ 2 / 2)) * Real.exp (y ^ 2 / 2) :=
              mul_le_mul_of_nonneg_left (Real.cosh_le_exp_half_sq y) (Real.exp_pos _).le
          _ = 1 := by rw [← Real.exp_add]; simp
      have h3 := (mul_le_mul_of_nonneg_right h1 (Real.cosh_pos y).le).trans h2
      have h4 : y ≤ Real.sinh y := Real.self_le_sinh_iff.2 hy
      linarith [mul_le_mul_of_nonneg_left h3 hy]
    · -- mean value theorem for sinh
      rw [div_le_iff₀ (Real.cosh_pos y)]
      rcases hy.eq_or_lt with h | hy'
      · simp [← h]
      · obtain ⟨c, hc, h⟩ := exists_hasDerivAt_eq_slope Real.sinh Real.cosh hy'
          Real.continuous_sinh.continuousOn (fun x _ => Real.hasDerivAt_sinh x)
        have h5 : Real.cosh c ≤ Real.cosh y := Real.cosh_le_cosh.2 (by
          rw [abs_of_pos hc.1, abs_of_pos hy']; exact hc.2.le)
        rw [h, Real.sinh_zero, sub_zero, sub_zero, div_le_iff₀ hy'] at h5
        linarith
  have pos : ∀ x : ℝ, 0 ≤ x → a * x ^ 2 - a ^ 3 / 2 * x ^ 4 ≤ Real.tanh (a * x) * x ∧
      Real.tanh (a * x) * x ≤ a * x ^ 2 := by
    intro x hx
    obtain ⟨h1, h2⟩ := key (a * x) (mul_nonneg ha hx)
    constructor
    · linarith [mul_le_mul_of_nonneg_right h1 hx]
    · linarith [mul_le_mul_of_nonneg_right h2 hx]
  rcases le_total 0 x with hx | hx
  · exact pos x hx
  · obtain ⟨h1, h2⟩ := pos (-x) (by linarith)
    rw [mul_neg a x, Real.tanh_neg] at h1 h2
    constructor <;> linarith

/-- Callen's identity, summed over sites: against a function of the other spins' magnetisation,
each spin may be replaced by the hyperbolic tangent of its local field. -/
theorem callen_identity {n : ℕ} (K : ℝ) (g : ℝ → ℝ) :
    average K (fun s : Fin n → Bool => ∑ i, spin (s i) * g (cavity s i)) =
      average K (fun s : Fin n → Bool =>
        ∑ i, Real.tanh (K / n * cavity s i) * g (cavity s i)) := by
  simp only [average, Finset.sum_mul]
  congr 1
  rw [Finset.sum_comm]
  conv_rhs => rw [Finset.sum_comm]
  refine Finset.sum_congr rfl fun i _ => ?_
  have hs : ∀ b, spin b = 1 ∨ spin b = -1 := by intro b; cases b <;> simp [spin]
  have hinv : Function.Involutive (flipSpin i) := by intro s; simp [flipSpin]
  have hc : ∀ s : Fin n → Bool, cavity s i = ∑ j ∈ Finset.univ.erase i, spin (s j) := by
    intro s
    have h : spin (s i) + ∑ j ∈ Finset.univ.erase i, spin (s j) = ∑ j, spin (s j) :=
      Finset.add_sum_erase _ (fun j => spin (s j)) (Finset.mem_univ i)
    simp only [cavity, magnetization]
    linarith
  have hcav : ∀ s, cavity (flipSpin i s) i = cavity s i := by
    intro s
    rw [hc, hc]
    refine Finset.sum_congr rfl fun j hj => ?_
    simp [flipSpin, Function.update_of_ne (Finset.ne_of_mem_erase hj)]
  have hw : ∀ s : Fin n → Bool, weight K s = Real.exp (K * (cavity s i ^ 2 + 1) / (2 * n)) *
      Real.exp (K / n * cavity s i * spin (s i)) := by
    intro s
    have h : magnetization s = cavity s i + spin (s i) := by simp [cavity]
    rw [← Real.exp_add, weight, h]
    congr 1
    rcases hs (s i) with h | h <;> rw [h] <;> ring
  obtain ⟨F, hF⟩ : ∃ F : (Fin n → Bool) → ℝ, ∀ s, F s =
      (spin (s i) - Real.tanh (K / n * cavity s i)) * g (cavity s i) * weight K s :=
    ⟨_, fun _ => rfl⟩
  -- the weighted difference of the two terms for site i is odd under reversal of spin i
  have hodd : ∀ s, F (flipSpin i s) = -F s := by
    intro s
    have hf : spin (flipSpin i s i) = -spin (s i) := by
      cases h : s i <;> simp [flipSpin, spin, h]
    have ht : Real.tanh (K / n * cavity s i) * Real.cosh (K / n * cavity s i) =
        Real.sinh (K / n * cavity s i) := by
      rw [Real.tanh_eq_sinh_div_cosh, div_mul_cancel₀ _ (Real.cosh_pos _).ne']
    rw [Real.cosh_eq, Real.sinh_eq] at ht
    rw [hF, hF, hw (flipSpin i s), hw s, hcav, hf]
    rcases hs (s i) with h | h <;> rw [h] <;> simp only [mul_neg, mul_one, neg_neg] <;>
      linear_combination (-2 * g (cavity s i) *
        Real.exp (K * (cavity s i ^ 2 + 1) / (2 * n))) * ht
  have hsum : ∑ s, F s = -∑ s, F s := by
    rw [← Finset.sum_neg_distrib]
    exact (Equiv.sum_comp hinv.toPerm F).symm.trans (Finset.sum_congr rfl fun s _ => hodd s)
  have hz : ∑ s, F s = 0 := by linarith
  rw [← sub_eq_zero, ← Finset.sum_sub_distrib]
  refine (Finset.sum_congr rfl fun s _ => ?_).trans hz
  rw [hF]
  ring

/-- Gibbs averages preserve pointwise inequalities between observables. -/
theorem average_mono {n : ℕ} (K : ℝ) {f g : (Fin n → Bool) → ℝ} (h : ∀ s, f s ≤ g s) :
    average K f ≤ average K g := by
  have hZ : 0 ≤ partitionFunction K n := Finset.sum_nonneg fun s _ => (Real.exp_pos _).le
  unfold average
  rw [div_eq_mul_inv, div_eq_mul_inv]
  exact mul_le_mul_of_nonneg_right (Finset.sum_le_sum fun s _ =>
    mul_le_mul_of_nonneg_right (h s) (Real.exp_pos _).le) (inv_nonneg.2 hZ)

/-- The average of an even quartic polynomial in `M` in terms of the moments. -/
theorem average_poly {n : ℕ} (K a b c : ℝ) :
    average K (fun s : Fin n → Bool => a * magnetization s ^ 4 + b * magnetization s ^ 2 + c) =
      a * moment K n 4 + b * moment K n 2 + c := by
  have hZ : partitionFunction K n ≠ 0 :=
    (Finset.sum_pos (fun s _ => Real.exp_pos _) Finset.univ_nonempty).ne'
  have h : ∑ s : Fin n → Bool,
      (a * magnetization s ^ 4 + b * magnetization s ^ 2 + c) * weight K s =
      a * ∑ s : Fin n → Bool, magnetization s ^ 4 * weight K s +
      b * ∑ s : Fin n → Bool, magnetization s ^ 2 * weight K s + c * partitionFunction K n := by
    simp only [partitionFunction, Finset.mul_sum, ← Finset.sum_add_distrib]
    exact Finset.sum_congr rfl fun s _ => by ring
  unfold moment average
  rw [h, add_div, add_div, mul_div_assoc, mul_div_assoc, mul_div_cancel_right₀ _ hZ]

/-- Four sums over sites of spins and cavity magnetisations, as polynomials in `M`. -/
theorem cavity_sums {n : ℕ} (s : Fin n → Bool) :
    ∑ i, spin (s i) * cavity s i = magnetization s ^ 2 - n ∧
    ∑ i, spin (s i) * cavity s i ^ 3 =
      magnetization s ^ 4 - (3 * n - 3) * magnetization s ^ 2 - n ∧
    ∑ i, cavity s i ^ 2 = (n - 2) * magnetization s ^ 2 + n ∧
    ∑ i, cavity s i ^ 4 =
      (n - 4) * magnetization s ^ 4 + (6 * n - 4) * magnetization s ^ 2 + n := by
  have hs : ∀ b, spin b = 1 ∨ spin b = -1 := by intro b; cases b <;> simp [spin]
  -- since s_i² = 1, every summand is affine in s_i
  have aff : ∀ (f : Fin n → ℝ) (a b : ℝ), (∀ i, f i = a + b * spin (s i)) →
      ∑ i, f i = n * a + b * magnetization s := by
    intro f a b h
    rw [Finset.sum_congr rfl fun i _ => h i, Finset.sum_add_distrib, ← Finset.mul_sum]
    simp [magnetization]
  refine ⟨?_, ?_, ?_, ?_⟩
  · rw [aff _ (-1) (magnetization s) fun i => by
      rcases hs (s i) with h | h <;> simp only [cavity, h] <;> ring]
    ring
  · rw [aff _ (-3 * magnetization s ^ 2 - 1) (magnetization s ^ 3 + 3 * magnetization s)
      fun i => by rcases hs (s i) with h | h <;> simp only [cavity, h] <;> ring]
    ring
  · rw [aff _ (magnetization s ^ 2 + 1) (-2 * magnetization s) fun i => by
      rcases hs (s i) with h | h <;> simp only [cavity, h] <;> ring]
    ring
  · rw [aff _ (magnetization s ^ 4 + 6 * magnetization s ^ 2 + 1)
      (-4 * magnetization s ^ 3 - 4 * magnetization s) fun i => by
      rcases hs (s i) with h | h <;> simp only [cavity, h] <;> ring]
    ring

/-- Even moments of the magnetisation are nonnegative. -/
theorem moment_nonneg (K : ℝ) (n : ℕ) {p : ℕ} (hp : Even p) : 0 ≤ moment K n p := by
  unfold moment average
  exact div_nonneg (Finset.sum_nonneg fun s _ => mul_nonneg (hp.pow_nonneg _)
    (Real.exp_pos _).le) (Finset.sum_nonneg fun s _ => (Real.exp_pos _).le)

/-- Upper bounds on the second and fourth moments of the magnetisation for `0 ≤ K < 1` and every `n
≥ 1`. -/
theorem moment_bounds {K : ℝ} (h0 : 0 ≤ K) (hK : K < 1) {n : ℕ} (hn : 0 < n) :
    (1 - K) * moment K n 2 ≤ n + K ∧ (1 - K) ^ 2 * moment K n 4 ≤ 14 * (n : ℝ) ^ 2 := by
  have hN : (1 : ℝ) ≤ n := by exact_mod_cast hn
  have ha : 0 ≤ K / (n : ℝ) := by positivity
  have han : K / (n : ℝ) * n = K := div_mul_cancel₀ _ (by positivity)
  have hd : 0 ≤ 1 - K := by linarith
  have m2 := moment_nonneg K n (p := 2) (by decide)
  have m4 := moment_nonneg K n (p := 4) (by decide)
  have e2 : K / (n : ℝ) * n * moment K n 2 = K * moment K n 2 := by rw [han]
  have e4 : K / (n : ℝ) * n * moment K n 4 = K * moment K n 4 := by rw [han]
  have p2 := mul_nonneg ha m2
  have p4 := mul_nonneg ha m4
  have second : (1 - K) * moment K n 2 ≤ n + K := by
    have hl : average K (fun s : Fin n → Bool => ∑ i, spin (s i) * cavity s i) =
        0 * moment K n 4 + 1 * moment K n 2 + -(n : ℝ) := by
      rw [← average_poly]
      congr 1
      funext s
      rw [(cavity_sums s).1]
      ring
    have hr : average K (fun s : Fin n → Bool =>
        ∑ i, Real.tanh (K / n * cavity s i) * cavity s i) ≤
        0 * moment K n 4 + (K / n * (n - 2)) * moment K n 2 + K / n * n := by
      rw [← average_poly]
      refine average_mono K fun s => ?_
      calc _ ≤ ∑ i, K / n * cavity s i ^ 2 :=
            Finset.sum_le_sum fun i _ => (tanh_bounds ha _).2
        _ = _ := by rw [← Finset.mul_sum, (cavity_sums s).2.2.1]; ring
    have h := (hl.symm.trans (callen_identity K fun x => x)).trans_le hr
    linarith
  refine ⟨second, ?_⟩
  have hl : average K (fun s : Fin n → Bool => ∑ i, spin (s i) * cavity s i ^ 3) =
      1 * moment K n 4 + (-(3 * (n : ℝ) - 3)) * moment K n 2 + -(n : ℝ) := by
    rw [← average_poly]
    congr 1
    funext s
    rw [(cavity_sums s).2.1]
    ring
  have hr : average K (fun s : Fin n → Bool =>
      ∑ i, Real.tanh (K / n * cavity s i) * cavity s i ^ 3) ≤
      (K / n * (n - 4)) * moment K n 4 + (K / n * (6 * n - 4)) * moment K n 2 + K / n * n := by
    rw [← average_poly]
    refine average_mono K fun s => ?_
    calc _ ≤ ∑ i, K / n * cavity s i ^ 4 := Finset.sum_le_sum fun i _ => by
          linarith [mul_le_mul_of_nonneg_right (tanh_bounds ha (cavity s i)).2
            (sq_nonneg (cavity s i))]
      _ = _ := by rw [← Finset.mul_sum, (cavity_sums s).2.2.2]; ring
  have h := (hl.symm.trans (callen_identity K fun x => x ^ 3)).trans_le hr
  have h5 : (1 - K) * moment K n 4 ≤ (3 * n + 3) * moment K n 2 + (n + 1) := by
    linarith [mul_nonneg hd m2]
  have h6 := mul_le_mul_of_nonneg_left h5 hd
  have h7 : (3 * (n : ℝ) + 3) * ((1 - K) * moment K n 2) ≤ (3 * n + 3) * (n + 1) :=
    mul_le_mul_of_nonneg_left (by linarith) (by positivity)
  have h8 : 0 ≤ K * ((n : ℝ) + 1) := by positivity
  have h9 : (3 * (n : ℝ) + 3) * (n + 1) + (n + 1) ≤ 14 * (n : ℝ) ^ 2 := by nlinarith
  linarith

/-- For `0 ≤ K < 1` and every `n ≥ 1`, `(1 - K)⟨M²⟩` differs from `n` by at most `18 / (1 - K)²`. -/
theorem finite_size_bound {K : ℝ} (h0 : 0 ≤ K) (hK : K < 1) {n : ℕ} (hn : 0 < n) :
    |(1 - K) * moment K n 2 - n| ≤ 18 / (1 - K) ^ 2 := by
  have hN : (1 : ℝ) ≤ n := by exact_mod_cast hn
  have ha : 0 ≤ K / (n : ℝ) := by positivity
  have han : K / (n : ℝ) * n = K := div_mul_cancel₀ _ (by positivity)
  have ha1 : K / (n : ℝ) ≤ 1 := by rw [div_le_iff₀ (by positivity)]; linarith
  have hd : 0 < 1 - K := by linarith
  have hd2 : (1 - K) ^ 2 ≤ 1 := pow_le_one₀ hd.le (by linarith)
  have m2 := moment_nonneg K n (p := 2) (by decide)
  have m4 := moment_nonneg K n (p := 4) (by decide)
  obtain ⟨b2, b4⟩ := moment_bounds h0 hK hn
  have hl : average K (fun s : Fin n → Bool => ∑ i, spin (s i) * cavity s i) =
      0 * moment K n 4 + 1 * moment K n 2 + -(n : ℝ) := by
    rw [← average_poly]
    congr 1
    funext s
    rw [(cavity_sums s).1]
    ring
  have hr : (-((K / n) ^ 3 / 2 * (n - 4))) * moment K n 4 +
      (K / n * (n - 2) - (K / n) ^ 3 / 2 * (6 * n - 4)) * moment K n 2 +
      (K / n * n - (K / n) ^ 3 / 2 * n) ≤ average K (fun s : Fin n → Bool =>
        ∑ i, Real.tanh (K / n * cavity s i) * cavity s i) := by
    rw [← average_poly]
    refine average_mono K fun s => ?_
    calc _ = ∑ i, (K / n * cavity s i ^ 2 - (K / n) ^ 3 / 2 * cavity s i ^ 4) := by
          rw [Finset.sum_sub_distrib, ← Finset.mul_sum, ← Finset.mul_sum,
            (cavity_sums s).2.2.1, (cavity_sums s).2.2.2]
          ring
      _ ≤ _ := Finset.sum_le_sum fun i _ => (tanh_bounds ha _).1
  have h := hr.trans_eq ((callen_identity K fun x => x).symm.trans hl)
  obtain ⟨T, hT⟩ : ∃ T : ℝ, T = (n - 4) * moment K n 4 + (6 * n - 4) * moment K n 2 + n :=
    ⟨_, rfl⟩
  have e2 : K / (n : ℝ) * n * moment K n 2 = K * moment K n 2 := by rw [han]
  have h' : n - (1 - K) * moment K n 2 ≤
      2 * (K / n * moment K n 2) + (K / n) ^ 3 / 2 * T := by
    rw [hT]
    linarith
  -- the quadratic and quartic corrections stay bounded as n grows
  have q2 : (1 - K) ^ 2 * moment K n 2 ≤ n + 1 := by
    have h1 := mul_le_mul_of_nonneg_left b2 hd.le
    have h2 : 0 ≤ K * ((n : ℝ) + K) := by positivity
    linarith
  have hTb : (1 - K) ^ 2 * T ≤ 27 * (n : ℝ) ^ 3 := by
    have r1 := mul_le_mul_of_nonneg_left b4 (by positivity : (0 : ℝ) ≤ n)
    have r2 := mul_le_mul_of_nonneg_left q2 (by positivity : (0 : ℝ) ≤ n)
    have r3 := mul_le_mul_of_nonneg_right hd2 (by positivity : (0 : ℝ) ≤ n)
    have r4 := mul_nonneg (sq_nonneg (1 - K)) m4
    have r5 := mul_nonneg (sq_nonneg (1 - K)) m2
    have r6 : (n : ℝ) ≤ (n : ℝ) ^ 2 := by nlinarith
    have r7 : (n : ℝ) ^ 2 ≤ (n : ℝ) ^ 3 := by nlinarith [sq_nonneg (n : ℝ)]
    rw [hT]
    linarith
  have c2 : K / n * ((1 - K) ^ 2 * moment K n 2) ≤ 2 := by
    linarith [mul_le_mul_of_nonneg_left q2 ha]
  have c4 : (K / n) ^ 3 * ((1 - K) ^ 2 * T) ≤ 27 := by
    calc _ ≤ (K / n) ^ 3 * (27 * (n : ℝ) ^ 3) :=
          mul_le_mul_of_nonneg_left hTb (pow_nonneg ha 3)
      _ = 27 * (K / n * n) ^ 3 := by ring
      _ ≤ 27 := by rw [han]; linarith [pow_le_one₀ (n := 3) h0 hK.le]
  have lower : n - (1 - K) * moment K n 2 ≤ 18 / (1 - K) ^ 2 := by
    rw [le_div_iff₀ (by positivity)]
    linarith [mul_le_mul_of_nonneg_left h' (sq_nonneg (1 - K))]
  have upper : 1 ≤ 18 / (1 - K) ^ 2 := by
    rw [le_div_iff₀ (by positivity)]
    linarith
  rw [abs_le]
  constructor <;> linarith

/-- Curie-Weiss fluctuations: for `0 ≤ K < 1` the exact average `⟨M²⟩/n` tends to `1/(1 - K)`
as the number of spins tends to infinity. -/
theorem curie_weiss_fluctuations {K : ℝ} (h0 : 0 ≤ K) (hK : K < 1) :
    Tendsto (fun n : ℕ => average K (fun s : Fin n → Bool => magnetization s ^ 2) / n)
      atTop (𝓝 (1 / (1 - K))) := by
  change Tendsto (fun n : ℕ => moment K n 2 / n) atTop (𝓝 (1 / (1 - K)))
  have hd : 0 < 1 - K := by linarith
  rw [← tendsto_sub_nhds_zero_iff]
  refine squeeze_zero_norm' ?_ (tendsto_const_div_atTop_nhds_zero_nat (18 / (1 - K) ^ 3))
  filter_upwards [eventually_gt_atTop 0] with n hn
  have hN : (0 : ℝ) < n := by exact_mod_cast hn
  have e : moment K n 2 / n - 1 / (1 - K) =
      ((1 - K) * moment K n 2 - n) / ((1 - K) * n) := by
    rw [div_sub_div _ _ hN.ne' hd.ne']
    congr 1 <;> ring
  rw [Real.norm_eq_abs, e, abs_div, abs_of_pos (mul_pos hd hN), div_le_iff₀ (mul_pos hd hN)]
  refine (finite_size_bound h0 hK hn).trans_eq ?_
  have hd' := hd.ne'
  field_simp

end

end CurieWeissFluctuations
```

```lean
#print axioms CurieWeissFluctuations.curie_weiss_fluctuations
```

```
'CurieWeissFluctuations.curie_weiss_fluctuations' depends on axioms: [propext, Classical.choice, Quot.sound]
```

## Exact averages at fixed coupling

A configuration is a function `Fin n → Bool`, which `spin` turns into values ±1. `cavity s i` is \(m_i\), `average` is the normalised Gibbs sum, and `moment K n p` is \(\langle M^p\rangle\). `finite_size_bound` covers every positive `n`; in `curie_weiss_fluctuations`, `Tendsto` along `atTop` expresses the limit at fixed real `K`.

In `callen_identity`, for each site \(i\) the weighted difference of the two terms changes sign when `flipSpin` reverses \(s_i\), so its sum over configurations vanishes. `tanh_bounds` and `cavity_sums` supply the inequalities and polynomials above; the latter uses the fact that each summand is affine in \(s_i\). `average_mono` and `average_poly` carry these to averages, and `moment_bounds` combines them through `linarith`. The final theorem squeezes the error below a constant over \(n\).

The finite-size bound and the limit concern the second moment, not a Gaussian limit law for \(M/\sqrt n\). They do not cover an external field, short-range couplings, \(K\ge1\) or negative \(K\), and they say nothing about a sampler's convergence or rounding error. The bound diverges as \(K\to1\), so it gives no uniform control at the transition.
